# The two-dimensional BCS–BEC crossover in mean-field theory at zero temperature: $\mu = E_F - E_b/2$ and $\Delta^2 = 2E_FE_b$

The equations below describe a uniform two-dimensional Fermi gas with equal spin populations and a contact attraction, in BCS mean-field theory. For a gap $\Delta>0$, a two-body binding energy $E_b>0$, a real chemical potential $\mu$ and Fermi energy $E_F$, kinetic energy $e$, and $E=\sqrt{(e-\mu)^2+\Delta^2}$, the number equation $\int_0^\infty\bigl(1-\frac{e-\mu}{E}\bigr)\,de=2E_F$ and the gap equation $\int_0^\infty\bigl(\frac{1}{2e+E_b}-\frac{1}{2E}\bigr)\,de=0$ hold together exactly when $\mu=E_F-E_b/2$ and $\Delta^2=2E_FE_b$. For every $E_F,E_b>0$ there is exactly one solution with $\Delta>0$, and its chemical potential $\mu$ is negative exactly when $E_b>2E_F$.

```lean
import Mathlib

open MeasureTheory Filter Set Topology

namespace TwoDimensionalCrossover

noncomputable section

/-- Quasiparticle energy at kinetic energy `e`, chemical potential `μ` and gap `Δ`. -/
def qpEnergy (μ Δ e : ℝ) : ℝ := √((e - μ) ^ 2 + Δ ^ 2)

/-- Integrand of the number equation: twice the occupation of the level at kinetic energy `e`. -/
def numberIntegrand (μ Δ e : ℝ) : ℝ := 1 - (e - μ) / qpEnergy μ Δ e

/-- Integrand of the gap equation, with the coupling expressed by the two-body binding
energy `Eb`. -/
def gapIntegrand (μ Δ Eb e : ℝ) : ℝ := 1 / (2 * e + Eb) - 1 / (2 * qpEnergy μ Δ e)

/-- A primitive of the gap integrand in the kinetic energy. -/
def gapPrimitive (μ Δ Eb e : ℝ) : ℝ :=
  (Real.log (2 * e + Eb) - Real.log (e - μ + qpEnergy μ Δ e)) / 2

/-- The quasiparticle energy is positive, obeys its dispersion relation, and exceeds
`e - μ` and `μ - e`. -/
theorem qpEnergy_bounds {Δ : ℝ} (hΔ : 0 < Δ) (μ e : ℝ) :
    0 < qpEnergy μ Δ e ∧ qpEnergy μ Δ e ^ 2 = (e - μ) ^ 2 + Δ ^ 2 ∧
      0 < e - μ + qpEnergy μ Δ e ∧ e - μ < qpEnergy μ Δ e := by
  have hp : 0 < qpEnergy μ Δ e := Real.sqrt_pos.2 (by positivity)
  have hs : qpEnergy μ Δ e ^ 2 = (e - μ) ^ 2 + Δ ^ 2 := Real.sq_sqrt (by positivity)
  have hlt : (e - μ) ^ 2 < qpEnergy μ Δ e ^ 2 := by
    rw [hs]
    linarith [pow_pos hΔ 2]
  have h := abs_lt.1 (abs_lt_of_sq_lt_sq hlt hp.le)
  exact ⟨hp, hs, by linarith [h.1], h.2⟩

/-- The slope of the quasiparticle energy in the kinetic energy is `(e - μ) / E`. -/
theorem hasDerivAt_qpEnergy {Δ : ℝ} (hΔ : 0 < Δ) (μ e : ℝ) :
    HasDerivAt (qpEnergy μ Δ) ((e - μ) / qpEnergy μ Δ e) e := by
  have h : HasDerivAt (fun x : ℝ => (x - μ) ^ 2 + Δ ^ 2) (2 * (e - μ)) e := by
    have h1 := (((hasDerivAt_id' e).sub_const μ).fun_pow 2).add_const (Δ ^ 2)
    refine h1.congr_deriv ?_
    norm_num
  have hne : (e - μ) ^ 2 + Δ ^ 2 ≠ 0 := by positivity
  exact (h.sqrt hne).congr_deriv (by
    unfold qpEnergy
    exact mul_div_mul_left _ _ two_ne_zero)

/-- At high kinetic energy the quasiparticle energy approaches `e - μ`. -/
theorem tendsto_qpEnergy_sub {Δ : ℝ} (hΔ : 0 < Δ) (μ : ℝ) :
    Tendsto (fun e => qpEnergy μ Δ e - (e - μ)) atTop (𝓝 0) := by
  have hx : Tendsto (fun e : ℝ => e - μ) atTop atTop := by
    simpa [sub_eq_add_neg] using tendsto_atTop_add_const_right atTop (-μ) tendsto_id
  refine squeeze_zero' (Eventually.of_forall fun e => ?_) ?_ (hx.const_div_atTop (Δ ^ 2))
  · linarith [(qpEnergy_bounds hΔ μ e).2.2.2]
  · filter_upwards [eventually_gt_atTop μ] with e he
    obtain ⟨hp, hs, -, hl⟩ := qpEnergy_bounds hΔ μ e
    rw [le_div_iff₀ (sub_pos.2 he)]
    nlinarith [mul_nonneg (sub_nonneg.2 hl.le) hp.le]

/-- The number integral converges and equals `μ + √(μ² + Δ²)`. -/
theorem number_integral {Δ : ℝ} (hΔ : 0 < Δ) (μ : ℝ) :
    IntegrableOn (numberIntegrand μ Δ) (Ioi 0) ∧
      ∫ e in Ioi 0, numberIntegrand μ Δ e = μ + √(μ ^ 2 + Δ ^ 2) := by
  have hd : ∀ e ∈ Ici (0 : ℝ),
      HasDerivAt (fun x => x - qpEnergy μ Δ x) (numberIntegrand μ Δ e) e :=
    fun e _ => (hasDerivAt_id' e).fun_sub (hasDerivAt_qpEnergy hΔ μ e)
  have hl : Tendsto (fun e => e - qpEnergy μ Δ e) atTop (𝓝 μ) := by
    have h : Tendsto (fun e => μ - (qpEnergy μ Δ e - (e - μ))) atTop (𝓝 μ) := by
      simpa only [sub_zero] using (tendsto_qpEnergy_sub hΔ μ).const_sub μ
    exact h.congr fun e => by ring
  have hi : IntegrableOn (numberIntegrand μ Δ) (Ioi 0) := by
    refine integrableOn_Ioi_deriv_of_nonneg' hd (fun e _ => ?_) hl
    obtain ⟨hp, -, -, h⟩ := qpEnergy_bounds hΔ μ e
    exact sub_nonneg.2 ((div_le_one hp).2 h.le)
  refine ⟨hi, ?_⟩
  rw [integral_Ioi_of_hasDerivAt_of_tendsto' hd hi hl]
  unfold qpEnergy
  rw [show (0 - μ) ^ 2 = μ ^ 2 by ring]
  ring

/-- The gap primitive differentiates to the gap integrand and vanishes at high energy. -/
theorem gapPrimitive_spec {Δ Eb : ℝ} (hΔ : 0 < Δ) (hEb : 0 < Eb) (μ : ℝ) :
    (∀ e ∈ Ici (0 : ℝ), HasDerivAt (gapPrimitive μ Δ Eb) (gapIntegrand μ Δ Eb e) e) ∧
      Tendsto (gapPrimitive μ Δ Eb) atTop (𝓝 0) := by
  constructor
  · intro e he
    have he0 : 0 ≤ e := he
    obtain ⟨hp, -, hq, -⟩ := qpEnergy_bounds hΔ μ e
    have h1 : HasDerivAt (fun x : ℝ => 2 * x + Eb) 2 e :=
      (((hasDerivAt_id' e).const_mul (2 : ℝ)).add_const Eb).congr_deriv (mul_one 2)
    have h2 := ((hasDerivAt_id' e).sub_const μ).fun_add (hasDerivAt_qpEnergy hΔ μ e)
    have hc : (1 + (e - μ) / qpEnergy μ Δ e) / (e - μ + qpEnergy μ Δ e)
        = 1 / qpEnergy μ Δ e := by
      rw [div_eq_div_iff hq.ne' hp.ne', add_mul, div_mul_cancel₀ _ hp.ne']
      ring
    have hb : 2 * e + Eb ≠ 0 := by positivity
    refine (((h1.log hb).fun_sub (h2.log hq.ne')).div_const 2).congr_deriv ?_
    rw [hc]
    unfold gapIntegrand
    ring
  · have ht := tendsto_qpEnergy_sub hΔ μ
    have hden : Tendsto (fun e => e - μ + qpEnergy μ Δ e) atTop atTop := by
      refine tendsto_atTop_mono (fun e => ?_)
        (tendsto_atTop_add_const_right atTop (-μ) tendsto_id)
      simp only [id]
      linarith [(qpEnergy_bounds hΔ μ e).1]
    -- the ratio of the two arguments of the logarithm tends to one
    have hr : Tendsto (fun e => 1 + (Eb + 2 * μ - (qpEnergy μ Δ e - (e - μ))) /
        (e - μ + qpEnergy μ Δ e)) atTop (𝓝 1) := by
      simpa only [add_zero] using ((ht.const_sub (Eb + 2 * μ)).div_atTop hden).const_add 1
    have hl := (hr.log one_ne_zero).div_const 2
    rw [Real.log_one, zero_div] at hl
    refine hl.congr' ?_
    filter_upwards [eventually_gt_atTop 0] with e he
    have hq := (qpEnergy_bounds hΔ μ e).2.2.1
    have heq : 1 + (Eb + 2 * μ - (qpEnergy μ Δ e - (e - μ))) / (e - μ + qpEnergy μ Δ e)
        = (2 * e + Eb) / (e - μ + qpEnergy μ Δ e) := by
      rw [eq_div_iff hq.ne', add_mul, div_mul_cancel₀ _ hq.ne']
      ring
    unfold gapPrimitive
    rw [heq, Real.log_div (by positivity) hq.ne']

/-- For a positive gap and binding energy, the gap integral converges and equals `log ((√(μ² + Δ²) -
μ) / Eb) / 2`. -/
theorem gap_integral {Δ Eb : ℝ} (hΔ : 0 < Δ) (hEb : 0 < Eb) (μ : ℝ) :
    IntegrableOn (gapIntegrand μ Δ Eb) (Ioi 0) ∧
      ∫ e in Ioi 0, gapIntegrand μ Δ Eb e
        = Real.log ((√(μ ^ 2 + Δ ^ 2) - μ) / Eb) / 2 := by
  obtain ⟨hS, hS2, hSm, hSp⟩ := qpEnergy_bounds hΔ μ 0
  obtain ⟨hd, hl⟩ := gapPrimitive_spec hΔ hEb μ
  -- a reference binding energy so large that the integrand is never positive
  obtain ⟨C, hC⟩ : ∃ C, C = Eb + 2 * qpEnergy μ Δ 0 := ⟨_, rfl⟩
  have hC0 : 0 < C := by linarith
  obtain ⟨hdC, hlC⟩ := gapPrimitive_spec hΔ hC0 μ
  have h1 : IntegrableOn (gapIntegrand μ Δ C) (Ioi 0) := by
    refine integrableOn_Ioi_deriv_of_nonpos' hdC (fun e he => ?_) hlC
    have he0 : 0 < e := he
    have hp := (qpEnergy_bounds hΔ μ e).1
    have hle : qpEnergy μ Δ e ≤ e + qpEnergy μ Δ 0 :=
      Real.sqrt_le_iff.2 ⟨by linarith, by
        nlinarith [mul_nonneg he0.le (by linarith : 0 ≤ qpEnergy μ Δ 0 + μ)]⟩
    exact sub_nonpos.2 (one_div_le_one_div_of_le (by linarith) (by linarith))
  -- the remainder is never negative
  have h2 : IntegrableOn (fun e => gapIntegrand μ Δ Eb e - gapIntegrand μ Δ C e) (Ioi 0) := by
    refine integrableOn_Ioi_deriv_of_nonneg'
      (fun e he => (hd e he).fun_sub (hdC e he)) (fun e he => ?_) (hl.sub hlC)
    have he0 : 0 < e := he
    have h := one_div_le_one_div_of_le (by linarith : 0 < 2 * e + Eb)
      (by linarith : 2 * e + Eb ≤ 2 * e + C)
    unfold gapIntegrand
    linarith
  have hi : IntegrableOn (gapIntegrand μ Δ Eb) (Ioi 0) := by
    have key : gapIntegrand μ Δ Eb = fun e =>
        (gapIntegrand μ Δ Eb e - gapIntegrand μ Δ C e) + gapIntegrand μ Δ C e := by
      funext e
      ring
    rw [key]
    exact h2.add h1
  refine ⟨hi, ?_⟩
  have hz : qpEnergy μ Δ 0 = √(μ ^ 2 + Δ ^ 2) := by
    unfold qpEnergy
    rw [show (0 - μ) ^ 2 = μ ^ 2 by ring]
  rw [integral_Ioi_of_hasDerivAt_of_tendsto' hd hi hl, ← hz,
    Real.log_div (by linarith) hEb.ne']
  unfold gapPrimitive
  rw [mul_zero, zero_add, show 0 - μ + qpEnergy μ Δ 0 = qpEnergy μ Δ 0 - μ by ring]
  ring

/-- For a positive gap and binding energy, the number and gap equations of the two-dimensional
crossover hold together exactly when `μ = EF - Eb / 2` and `Δ² = 2 EF Eb`. -/
theorem crossover_iff {Δ Eb : ℝ} (hΔ : 0 < Δ) (hEb : 0 < Eb) (μ EF : ℝ) :
    (∫ e in Ioi 0, numberIntegrand μ Δ e = 2 * EF ∧
      ∫ e in Ioi 0, gapIntegrand μ Δ Eb e = 0) ↔
      μ = EF - Eb / 2 ∧ Δ ^ 2 = 2 * EF * Eb := by
  rw [(number_integral hΔ μ).2, (gap_integral hΔ hEb μ).2]
  constructor
  · rintro ⟨h1, h2⟩
    have hS : √(μ ^ 2 + Δ ^ 2) ^ 2 = μ ^ 2 + Δ ^ 2 := Real.sq_sqrt (by positivity)
    have hpos : 0 < √(μ ^ 2 + Δ ^ 2) - μ :=
      sub_pos.2 (Real.lt_sqrt_of_sq_lt (by linarith [pow_pos hΔ 2]))
    have h3 := Real.eq_one_of_pos_of_log_eq_zero (div_pos hpos hEb) (by linarith)
    have h4 : √(μ ^ 2 + Δ ^ 2) - μ = Eb := by
      rw [div_eq_iff hEb.ne', one_mul] at h3
      exact h3
    refine ⟨by linarith, ?_⟩
    -- the squared gap is the product of the two equations
    have h5 : Δ ^ 2 = (√(μ ^ 2 + Δ ^ 2) - μ) * (μ + √(μ ^ 2 + Δ ^ 2)) := by
      linear_combination (-1 : ℝ) * hS
    rw [h4, h1] at h5
    linarith
  · rintro ⟨hμ, hD⟩
    have hEF : 0 < EF := by
      by_contra h
      nlinarith [mul_nonneg (neg_nonneg.2 (not_lt.1 h)) hEb.le, pow_pos hΔ 2]
    have hS : √(μ ^ 2 + Δ ^ 2) = EF + Eb / 2 := by
      rw [show μ ^ 2 + Δ ^ 2 = (EF + Eb / 2) ^ 2 by rw [hD, hμ]; ring,
        Real.sqrt_sq (by positivity)]
    rw [hS]
    refine ⟨by linarith, ?_⟩
    rw [show EF + Eb / 2 - μ = Eb by linarith, div_self hEb.ne', Real.log_one, zero_div]

/-- For every positive Fermi energy and binding energy, exactly one pair `(μ, Δ)` with
`Δ > 0` solves the number and gap equations. -/
theorem crossover_existsUnique {EF Eb : ℝ} (hEF : 0 < EF) (hEb : 0 < Eb) :
    ∃! p : ℝ × ℝ, 0 < p.2 ∧ ∫ e in Ioi 0, numberIntegrand p.1 p.2 e = 2 * EF ∧
      ∫ e in Ioi 0, gapIntegrand p.1 p.2 Eb e = 0 := by
  have hpos : 0 < √(2 * EF * Eb) := Real.sqrt_pos.2 (by positivity)
  refine ⟨(EF - Eb / 2, √(2 * EF * Eb)), ⟨hpos, (crossover_iff hpos hEb _ _).2
    ⟨rfl, Real.sq_sqrt (by positivity)⟩⟩, ?_⟩
  rintro ⟨μ, Δ⟩ ⟨h, hs⟩
  have hΔ : 0 < Δ := h
  obtain ⟨h1, h2⟩ := (crossover_iff hΔ hEb μ EF).1 hs
  rw [← h2, Real.sqrt_sq hΔ.le, ← h1]

/-- In a solution of the number and gap equations with positive gap and binding energy, the chemical
potential is negative exactly when the binding energy exceeds twice the Fermi energy. -/
theorem chemicalPotential_neg_iff {μ Δ EF Eb : ℝ} (hΔ : 0 < Δ) (hEb : 0 < Eb)
    (hn : ∫ e in Ioi 0, numberIntegrand μ Δ e = 2 * EF)
    (hg : ∫ e in Ioi 0, gapIntegrand μ Δ Eb e = 0) : μ < 0 ↔ 2 * EF < Eb := by
  have h := ((crossover_iff hΔ hEb μ EF).1 ⟨hn, hg⟩).1
  constructor <;> intro h' <;> linarith

end

end TwoDimensionalCrossover
```

```lean
#print axioms TwoDimensionalCrossover.crossover_iff
#print axioms TwoDimensionalCrossover.crossover_existsUnique
#print axioms TwoDimensionalCrossover.chemicalPotential_neg_iff
```

```
'TwoDimensionalCrossover.crossover_iff' depends on axioms: [propext, Classical.choice, Quot.sound]
'TwoDimensionalCrossover.crossover_existsUnique' depends on axioms: [propext, Classical.choice, Quot.sound]
'TwoDimensionalCrossover.chemicalPotential_neg_iff' depends on axioms: [propext, Classical.choice, Quot.sound]
```

## The three theorems in words

`crossover_iff` is the equivalence. Its hypotheses are `0 < Δ` and `0 < Eb`; `μ` and `EF` are arbitrary real numbers. Positivity of $E_F$ is not assumed, because either side of the equivalence forces it.

`crossover_existsUnique` takes positive `EF` and `Eb` and produces exactly one pair `p`, where `p.1` is the chemical potential and `p.2` the gap. The condition `0 < p.2` fixes a sign: the equations contain only $\Delta^2$, so $-\Delta$ would solve them as well. It also excludes $\Delta=0$, where the formal equations have a spurious solution, described in the last section.

`chemicalPotential_neg_iff` says that in any solution with $\Delta>0$ and $E_b>0$, $\mu<0$ is equivalent to $2E_F<E_b$.

All energies are real numbers in one common unit. The variable `e` is the kinetic energy, `qpEnergy μ Δ e` is $E$, and `∫ e in Ioi 0` is the Lebesgue integral over $e>0$. That both integrals converge absolutely is proved in `number_integral` and `gap_integral`, together with their values.

## A pair condensate with a constant density of states

The equations describe a uniform two-component Fermi gas with equal masses, equal populations and a contact attraction, treated in BCS mean-field theory at zero temperature. As $E_b/E_F$ grows, the gas passes from large overlapping Cooper pairs to a condensate of tightly bound pairs, which is the BCS–BEC crossover. In two dimensions a parabolic band has a constant density of states $N_0$ per spin and unit area, so the momentum sums become integrals over $e$ with the constant weight $N_0$.

A level at kinetic energy $e$ is occupied with probability $\frac12\bigl(1-\frac{e-\mu}{E}\bigr)$ for each spin. Summing over both spins gives the density $N_0\int_0^\infty\bigl(1-\frac{e-\mu}{E}\bigr)de$. The free gas of the same density fills both spin states up to $E_F$ and has density $2N_0E_F$. Equating the two gives the number equation, in which $E_F$ stands for the density.

The constant $E_b$ stands for the strength of the attraction: two particles of opposite spin, alone in the plane and with zero total momentum, form a bound state at energy $-E_b$. The bound-state condition expresses the inverse coupling as a sum of $1/(2e+E_b)$, and the mean-field gap equation expresses it as a sum of $1/(2E)$. Each sum diverges logarithmically at high energy, while their difference converges and contains no cutoff.

The file starts from these two equations and does not derive them from a Hamiltonian. Temperature, a lattice, a finite interaction range and fluctuations beyond mean field are all absent. Within this continuum mean-field model, the closed form gives a reference value for a numerical solver of the coupled gap and number equations.

## The number integral

Since $\Delta>0$, we have $E>|e-\mu|$. This gives the inequalities in `qpEnergy_bounds`: $E$ and $e-\mu+E$ are positive, and $e-\mu<E$. Differentiating the square root gives

$$\frac{dE}{de}=\frac{e-\mu}{E},$$

which is `hasDerivAt_qpEnergy`. At high energy,

$$E-(e-\mu)=\frac{\Delta^2}{E+(e-\mu)}\le\frac{\Delta^2}{e-\mu}\to0\qquad(e>\mu),$$

and `tendsto_qpEnergy_sub` squeezes the difference between zero and this bound.

The function $e-E$ is therefore a primitive of the number integrand. It tends to $\mu$ at infinity and equals $-S$ at $e=0$, where $S=\sqrt{\mu^2+\Delta^2}$. Hence

$$\int_0^\infty\Bigl(1-\frac{e-\mu}{E}\Bigr)de=\mu+S.$$

The integrand is nonnegative and its primitive has a finite limit, which gives absolute convergence. `number_integral` follows this argument.

## The gap integral

The logarithm of $e-\mu+E$ has a simple derivative:

$$\frac{d}{de}\log(e-\mu+E)=\frac{1+(e-\mu)/E}{e-\mu+E}=\frac1E.$$

So a primitive of the gap integrand is

$$G(e)=\tfrac12\bigl[\log(2e+E_b)-\log(e-\mu+E)\bigr].$$

The ratio of the two arguments is

$$\frac{2e+E_b}{e-\mu+E}=1+\frac{E_b+2\mu-\bigl(E-(e-\mu)\bigr)}{e-\mu+E}.$$

The numerator of the last fraction stays bounded while the denominator grows without limit, so the ratio tends to $1$ and $G\to0$. Both facts about $G$ are in `gapPrimitive_spec`. The integral is then

$$-G(0)=\tfrac12\log\frac{S-\mu}{E_b}.$$

Absolute convergence needs a separate argument, because the gap integrand can change sign. The proof of `gap_integral` introduces a larger reference binding energy $C=E_b+2S$. For $e>0$,

$$E^2=e^2-2e\mu+S^2\le e^2+2eS+S^2=(e+S)^2,$$

because $S+\mu\ge0$. Thus $2E\le2e+2S\le2e+C$, and the gap integrand with $C$ in place of $E_b$ is never positive. The remainder,

$$\frac1{2e+E_b}-\frac1{2e+C},$$

is never negative. Each part keeps one sign and has a primitive with a finite limit, so each is integrable (`h1` and `h2`), and so is their sum.

## Solving for the gap and the chemical potential

With both integrals known, the first `rw` in `crossover_iff` replaces them by their values. A logarithm of a positive number vanishes only at $1$, so the two equations become

$$S+\mu=2E_F,\qquad S-\mu=E_b.$$

Subtracting them gives $\mu=E_F-E_b/2$. Multiplying them gives

$$(S-\mu)(S+\mu)=S^2-\mu^2=\Delta^2=2E_FE_b,$$

which is step `h5` followed by substitution.

For the converse, $\Delta^2=2E_FE_b$ with $\Delta^2>0$ and $E_b>0$ forces $E_F>0$. Then

$$\mu^2+\Delta^2=\Bigl(E_F-\frac{E_b}{2}\Bigr)^2+2E_FE_b=\Bigl(E_F+\frac{E_b}{2}\Bigr)^2.$$

Since $E_F+E_b/2$ is positive, $S=E_F+E_b/2$, and both equations follow.

Existence comes from inserting $\mu=E_F-E_b/2$ and $\Delta=\sqrt{2E_FE_b}$ into the converse. Uniqueness comes from the forward direction, with $\Delta>0$ selecting the positive root. The sign criterion is read off from $\mu=E_F-E_b/2$.

## One case with positive and one with negative chemical potential

Take $E_F=1$ and $E_b=\frac12$. Then $\mu=\frac34$ and $\Delta=1$, so $S=\sqrt{\frac9{16}+1}=\frac54$. The number integral is $\frac34+\frac54=2=2E_F$, and the gap integral is $\frac12\log\frac{5/4-3/4}{1/2}=\frac12\log1=0$.

Now keep $E_F=1$ and take $E_b=8$. Then $\mu=-3$, $\Delta=4$ and $S=5$. The number integral is again $-3+5=2$, and the gap integral is $\frac12\log\frac{5+3}{8}=0$. Here $E_b>2E_F$, and the chemical potential is indeed negative.

The sign of $\mu$ determines at which kinetic energy the excitation energy $E$ is smallest. For $\mu\ge0$ the minimum of $E$ over $e\ge0$ is $\Delta$, at $e=\mu$; for $\mu<0$ it is $S$, at $e=0$. In the two cases above these minima are $1$ and $5$.

## What goes wrong at zero gap

Without the hypothesis $\Delta>0$ the equivalence fails. Take $\Delta=0$, $\mu=E_F=1$ and any $E_b>0$. The number integrand is $2$ below $e=1$ and $0$ above it, so the number equation holds. The gap integrand behaves like $-\frac{1}{2|e-1|}$ near $e=1$, and its integral diverges. Lean assigns the value $0$ to the integral of a non-integrable function, so the formal gap equation would count as satisfied, although $\mu=E_F-E_b/2$ is false. Physically, this divergence is the Cooper logarithm of the normal state at its Fermi surface, which a nonzero gap cuts off.
